# In C3v, the product E × E splits into A1, A2 and E

The point group C3v, the symmetry of a molecule such as ammonia, acts on the plane perpendicular to its axis through the rotation by $2\pi/3$ and the reflection $y\to-y$. Two quantities that together transform like $(x,y)$ form a basis of the representation E. Given two such pairs, $(x_1,y_1)$ and $(x_2,y_2)$, the problem is to combine the four products $x_1x_2$, $x_1y_2$, $y_1x_2$, $y_1y_2$ into quantities of pure symmetry.

## Operations, tensors and their three parts

Operations are real $2\times2$ matrices acting on column vectors. Index 0 stands for $x$ and index 1 for $y$.

```lean
import Mathlib

open Matrix

namespace C3vDirectProduct

noncomputable section

/-- The rotation of the plane by the angle `θ`. -/
def rot (θ : ℝ) : Matrix (Fin 2) (Fin 2) ℝ :=
  !![Real.cos θ, -Real.sin θ; Real.sin θ, Real.cos θ]

/-- The reflection `y → -y` of the plane. -/
def mirror : Matrix (Fin 2) (Fin 2) ℝ := !![1, 0; 0, -1]
```

The group is the set of all finite products of the two generators. Lean's `Submonoid.closure` doesn't add inverses, and none are missing: the rotation has order three and the reflection order two.

```lean
/-- The point group C3v in its action on the plane: all products of the rotation by `2π/3`
and the reflection `y → -y`. -/
def C3v : Submonoid (Matrix (Fin 2) (Fin 2) ℝ) :=
  Submonoid.closure {rot (2 * Real.pi / 3), mirror}
```

A general element of E ⊗ E is a real $2\times2$ matrix $T$, with $T_{01}$ the $xy$ component. An operation $g$ acts on both factors, so $T\mapsto gTg^{\mathsf T}$. The three parts of $T$ are
$$t=T_{00}+T_{11},\qquad a=T_{01}-T_{10},\qquad (p,q)=(T_{00}-T_{11},\,-T_{01}-T_{10}).$$
The name `doubletPart` refers to the degenerate pair and not to a spin doublet.

```lean
/-- The combination `xx + yy` of the components of a plane tensor. -/
def scalarPart (T : Matrix (Fin 2) (Fin 2) ℝ) : ℝ := T 0 0 + T 1 1

/-- The combination `xy - yx` of the components of a plane tensor. -/
def axialPart (T : Matrix (Fin 2) (Fin 2) ℝ) : ℝ := T 0 1 - T 1 0

/-- The pair `(xx - yy, -xy - yx)` of combinations of the components of a plane tensor. -/
def doubletPart (T : Matrix (Fin 2) (Fin 2) ℝ) : Fin 2 → ℝ :=
  ![T 0 0 - T 1 1, -T 0 1 - T 1 0]
```

Nothing is lost in passing to the parts, because $T$ can be recovered:
$$T_{00}=\tfrac{t+p}2,\quad T_{11}=\tfrac{t-p}2,\quad T_{01}=\tfrac{a-q}2,\quad T_{10}=\tfrac{-a-q}2.$$
The equivalence `decomp` records this map with its inverse, and its fields check linearity and both inverse identities.

```lean
/-- A plane tensor is the same as its scalar part, its axial part and its doublet part,
taken together. -/
def decomp : Matrix (Fin 2) (Fin 2) ℝ ≃ₗ[ℝ] ℝ × ℝ × (Fin 2 → ℝ) where
  toFun T := (scalarPart T, axialPart T, doubletPart T)
  invFun p := !![(p.1 + p.2.2 0) / 2, (p.2.1 - p.2.2 1) / 2;
    (-p.2.1 - p.2.2 1) / 2, (p.1 - p.2.2 0) / 2]
  map_add' A B := by
    refine Prod.ext ?_ (Prod.ext ?_ (funext fun i => ?_))
    · simp [scalarPart]
      ring
    · simp [axialPart]
      ring
    · fin_cases i <;> simp [doubletPart] <;> ring
  map_smul' c A := by
    refine Prod.ext ?_ (Prod.ext ?_ (funext fun i => ?_))
    · simp [scalarPart]
      ring
    · simp [axialPart]
      ring
    · fin_cases i <;> simp [doubletPart] <;> ring
  left_inv T := by
    ext i j
    fin_cases i <;> fin_cases j <;> simp [scalarPart, axialPart, doubletPart]
    ring
  right_inv p := by
    refine Prod.ext ?_ (Prod.ext ?_ (funext fun i => ?_))
    · simp [scalarPart]
      ring
    · simp [axialPart]
      ring
    · fin_cases i <;> simp [doubletPart] <;> ring
```

## Orthogonality keeps the scalar part fixed

The condition $g^{\mathsf T}g=1$ says that an operation preserves lengths and angles. Elements of C3v satisfy it. The columns of a rotation, $(\cos\theta,\sin\theta)$ and $(-\sin\theta,\cos\theta)$, are orthonormal, and so are those of the reflection. If $g_1$ and $g_2$ are orthogonal matrices (`x` and `y` in the Lean proof), then $(g_1g_2)^{\mathsf T}(g_1g_2)=g_2^{\mathsf T}(g_1^{\mathsf T}g_1)g_2=g_2^{\mathsf T}g_2=1$. The Lean proof has the same three ingredients, joined by `Submonoid.closure_induction`, which extends a property from the generators to all products.

```lean
/-- Every operation of C3v is an orthogonal matrix. -/
theorem orthogonal_of_mem {g : Matrix (Fin 2) (Fin 2) ℝ} (hg : g ∈ C3v) : gᵀ * g = 1 := by
  have hrot : ∀ θ, (rot θ)ᵀ * rot θ = 1 := by
    intro θ
    ext i j
    simp only [Matrix.mul_apply, Matrix.transpose_apply, Fin.sum_univ_two]
    fin_cases i <;> fin_cases j <;> simp [rot] <;> nlinarith [Real.sin_sq_add_cos_sq θ]
  refine Submonoid.closure_induction ?_ ?_ ?_ hg
  · rintro x (rfl | rfl)
    · exact hrot _
    · ext i j
      simp only [Matrix.mul_apply, Matrix.transpose_apply, Fin.sum_univ_two]
      fin_cases i <;> fin_cases j <;> simp [mirror]
  · simp
  · intro x y _ _ hx hy
    calc (x * y)ᵀ * (x * y) = yᵀ * (xᵀ * x) * y := by
          simp only [Matrix.transpose_mul, Matrix.mul_assoc]
      _ = 1 := by rw [hx, Matrix.mul_one, hy]
```

The scalar part is a trace, and a trace is cyclic:
$$\operatorname{tr}(gTg^{\mathsf T})=\operatorname{tr}(g^{\mathsf T}gT)=\operatorname{tr}T.$$
Orthogonality enters in the last equality, which is the rewrite with `hg`. For the dilation $g=2\cdot 1$ the trace would be multiplied by four, so the rule doesn't hold for arbitrary matrices.

```lean
/-- An orthogonal transformation of both tensor factors leaves the scalar part unchanged. -/
theorem scalarPart_invariant {g : Matrix (Fin 2) (Fin 2) ℝ} (hg : gᵀ * g = 1)
    (T : Matrix (Fin 2) (Fin 2) ℝ) : scalarPart (g * T * gᵀ) = scalarPart T := by
  -- the scalar part is the trace, which is cyclic
  have ht : ∀ M, scalarPart M = M.trace := fun M => (Matrix.trace_fin_two M).symm
  rw [ht, ht, Matrix.trace_mul_cycle, hg, Matrix.one_mul]
```

## The axial part needs no condition on g

For any matrix $g$,
$$(gTg^{\mathsf T})_{01}-(gTg^{\mathsf T})_{10}=\sum_{k,l}(g_{0k}g_{1l}-g_{1k}g_{0l})\,T_{kl}.$$
The terms with $k=l$ vanish. The other two have coefficients $\det g$ for $T_{01}$ and $-\det g$ for $T_{10}$, so the sum is $\det g\,(T_{01}-T_{10})$. In Lean the products are expanded and `ring` compares the polynomials.

```lean
/-- Any linear transformation of both tensor factors multiplies the axial part by its
determinant. -/
theorem axialPart_transform (g T : Matrix (Fin 2) (Fin 2) ℝ) :
    axialPart (g * T * gᵀ) = g.det * axialPart T := by
  simp only [axialPart, Matrix.det_fin_two, Matrix.mul_apply, Matrix.transpose_apply,
    Fin.sum_univ_two]
  ring
```

## The condition cos 3θ = 1 selects the threefold angles

This condition means that three successive rotations by $\theta$ restore the plane. Write $c=\cos\theta$ and $s=\sin\theta$. Expanding $T'=RTR^{\mathsf T}$ for the rotation $R$ gives
$$\begin{aligned}
T'_{00}&=c^2T_{00}-cs(T_{01}+T_{10})+s^2T_{11},\\
T'_{11}&=s^2T_{00}+cs(T_{01}+T_{10})+c^2T_{11},\\
T'_{01}&=cs(T_{00}-T_{11})+c^2T_{01}-s^2T_{10},\\
T'_{10}&=cs(T_{00}-T_{11})-s^2T_{01}+c^2T_{10},
\end{aligned}$$
and therefore
$$p'=(c^2-s^2)p+2cs\,q,\qquad q'=-2cs\,p+(c^2-s^2)q.$$
The pair turns by $-2\theta$. To transform like $(x,y)$ it must satisfy $p'=cp-sq$ and $q'=sp+cq$. For arbitrary $p,q$ this means
$$c^2-s^2=c,\qquad s(2c+1)=0.$$
With $s^2=1-c^2$, the first equation reads $(c-1)(2c+1)=0$. Since
$$\cos3\theta-1=4c^3-3c-1=(c-1)(2c+1)^2,$$
it implies $\cos3\theta=1$. Conversely, $\cos3\theta=1$ leaves two cases. If $c=1$, then $s=0$ and both equations hold. If $c=-\tfrac12$, then $s^2=\tfrac34$, so $c^2-s^2=-\tfrac12=c$, and the second equation holds because $2c+1=0$.

In the Lean proof the forward direction needs only the tensor $xx$, whose first component supplies the first equation. In the other direction, `hf` is the factorised polynomial and `hAB` holds the two equations.

```lean
/-- Under a rotation by `θ` the doublet part of every tensor transforms like `(x, y)` exactly
when `cos 3θ = 1`. -/
theorem doubletPart_rot_iff (θ : ℝ) :
    (∀ T, doubletPart (rot θ * T * (rot θ)ᵀ) = rot θ *ᵥ doubletPart T) ↔
      Real.cos (3 * θ) = 1 := by
  have P := Real.sin_sq_add_cos_sq θ
  rw [Real.cos_three_mul]
  constructor
  · intro h
    -- the tensor xx alone already fixes the angle
    have h0 := congrFun (h !![1, 0; 0, 0]) 0
    simp [doubletPart, rot, Matrix.mul_apply, Matrix.mulVec, dotProduct,
      Fin.sum_univ_two] at h0
    linear_combination (2 * Real.cos θ + 1) * (h0 + P)
  · intro h
    have hf : (Real.cos θ - 1) * (2 * Real.cos θ + 1) ^ 2 = 0 := by linear_combination h
    have hAB : Real.cos θ ^ 2 - Real.sin θ ^ 2 = Real.cos θ ∧
        Real.sin θ * (2 * Real.cos θ + 1) = 0 := by
      rcases mul_eq_zero.mp hf with h' | h'
      · have hs : Real.sin θ ^ 2 = 0 := by linear_combination P - (Real.cos θ + 1) * h'
        have hs' : Real.sin θ = 0 := (pow_eq_zero_iff two_ne_zero).mp hs
        exact ⟨by linear_combination (2 * Real.cos θ + 1) * h' - P, by rw [hs', zero_mul]⟩
      · have h2 : 2 * Real.cos θ + 1 = 0 := (pow_eq_zero_iff two_ne_zero).mp h'
        exact ⟨by linear_combination (Real.cos θ - 1) * h2 - P, by rw [h2, mul_zero]⟩
    obtain ⟨hA, hB⟩ := hAB
    intro T
    ext i
    fin_cases i
    · simp only [doubletPart, Matrix.mul_apply, Matrix.transpose_apply, Matrix.mulVec,
        dotProduct, Fin.sum_univ_two]
      simp [rot]
      linear_combination (T 0 0 - T 1 1) * hA + (-T 0 1 - T 1 0) * hB
    · simp only [doubletPart, Matrix.mul_apply, Matrix.transpose_apply, Matrix.mulVec,
        dotProduct, Fin.sum_univ_two]
      simp [rot]
      linear_combination (-T 0 1 - T 1 0) * hA - (T 0 0 - T 1 1) * hB
```

Because the statement is an equivalence, it also shows that at every other angle the rule fails for some tensor. Under a quarter turn, for example, $(p,q)$ changes sign while $(x,y)$ turns by $90°$.

## Membership in C3v brings the three rules together

The hypothesis `hg : g ∈ C3v` says that $g$ is a symmetry operation of the group. It supplies orthogonality for the scalar part and the correct angle for the pair.

For the threefold rotation, $3\theta=2\pi$ and the previous criterion applies. The reflection leaves $T_{00}$ and $T_{11}$ alone and reverses $T_{01}$ and $T_{10}$, so $(p,q)\to(p,-q)$, just as $(x,y)\to(x,-y)$. If the rule holds for two operations $g_1$ and $g_2$ (`x` and `y` in the Lean proof), it holds for $g_1g_2$: acting with $g_2$ and then $g_1$ multiplies the pair first by $g_2$ and then by $g_1$. These are the generator cases and the product step of the induction for `hd`.

```lean
/-- `E × E = A1 + A2 + E` in C3v: when an operation `g` of C3v acts on both tensor factors, the
three parts of the tensor are left unchanged, multiplied by `det g`, and transformed by `g`. -/
theorem E_times_E {g : Matrix (Fin 2) (Fin 2) ℝ} (hg : g ∈ C3v)
    (T : Matrix (Fin 2) (Fin 2) ℝ) :
    decomp (g * T * gᵀ) = (scalarPart T, g.det * axialPart T, g *ᵥ doubletPart T) := by
  have hd : ∀ T, doubletPart (g * T * gᵀ) = g *ᵥ doubletPart T := by
    refine Submonoid.closure_induction ?_ ?_ ?_ hg
    · rintro x (rfl | rfl)
      · refine (doubletPart_rot_iff _).mpr ?_
        rw [show 3 * (2 * Real.pi / 3) = 2 * Real.pi by ring, Real.cos_two_pi]
      · intro T
        ext i
        simp only [doubletPart, Matrix.mul_apply, Matrix.transpose_apply, Matrix.mulVec,
          dotProduct, Fin.sum_univ_two]
        fin_cases i <;> simp [mirror]
        ring
    · intro T
      simp
    · intro x y _ _ hx hy T
      have hxy : x * y * T * (x * y)ᵀ = x * (y * T * yᵀ) * xᵀ := by
        simp only [Matrix.transpose_mul, Matrix.mul_assoc]
      rw [hxy, hx, hy, Matrix.mulVec_mulVec]
  exact Prod.ext (scalarPart_invariant (orthogonal_of_mem hg) T)
    (Prod.ext (axialPart_transform g T) (hd T))
```

In words, `decomp` carries the action of each $g$ on tensors to the identity on $t$, multiplication by $\det g$ on $a$, and $g$ itself on $(p,q)$. Outside the group the third rule can fail, as the quarter turn shows.

## Both vectors undergo the same operation

The hypotheses `hu` and `hv` say that the primed vectors arise from `u` and `v` by one and the same $g$, as when a whole molecule is turned. By hand this is used in
$$g\,(uv^{\mathsf T})\,g^{\mathsf T}=(gu)(gv)^{\mathsf T},$$
which is `hT` in the proof. Setting $T=uv^{\mathsf T}$ in the tensor result then gives the three formulas for the components.

```lean
/-- When an operation `g` of C3v acts on two plane vectors at once, `x₁x₂ + y₁y₂` is invariant,
`x₁y₂ - y₁x₂` is multiplied by `det g`, and `(x₁x₂ - y₁y₂, -x₁y₂ - y₁x₂)` is transformed
by `g`. -/
theorem two_vectors {g : Matrix (Fin 2) (Fin 2) ℝ} (hg : g ∈ C3v) (u v u' v' : Fin 2 → ℝ)
    (hu : u' = g *ᵥ u) (hv : v' = g *ᵥ v) :
    u' 0 * v' 0 + u' 1 * v' 1 = u 0 * v 0 + u 1 * v 1 ∧
    u' 0 * v' 1 - u' 1 * v' 0 = g.det * (u 0 * v 1 - u 1 * v 0) ∧
    ![u' 0 * v' 0 - u' 1 * v' 1, -(u' 0 * v' 1) - u' 1 * v' 0] =
      g *ᵥ ![u 0 * v 0 - u 1 * v 1, -(u 0 * v 1) - u 1 * v 0] := by
  -- the pair of vectors enters through its outer product
  have hT : g * vecMulVec u v * gᵀ = vecMulVec u' v' := by
    subst hu hv
    ext i j
    simp only [Matrix.vecMulVec_apply, Matrix.mulVec, dotProduct, Matrix.mul_apply,
      Matrix.transpose_apply, Fin.sum_univ_two]
    ring
  have h := E_times_E hg (vecMulVec u v)
  rw [hT] at h
  exact ⟨congrArg Prod.fst h, congrArg (fun p => p.2.1) h, congrArg (fun p => p.2.2) h⟩
```

If only the first vector were rotated by $2\pi/3$, then for $u=v=(1,0)$ the scalar product would change from $1$ to $-\tfrac12$.

The limiting case of two equal vectors shows the rules in numbers. The axial part is then zero, and only A1 and E remain. For $u=v=(1,0)$ the scalar part is $1$ and the pair is $(1,0)$. After the threefold rotation both vectors are $(-\tfrac12,\tfrac{\sqrt3}2)$. The scalar part is $\tfrac14+\tfrac34=1$, and the pair is $(\tfrac14-\tfrac34,\tfrac{\sqrt3}2)=(-\tfrac12,\tfrac{\sqrt3}2)$, which is the rotated $(1,0)$.

## The reflection separates A2 from A1

The factor $\det g$ is $c^2+s^2=1$ for a rotation and $1\cdot(-1)=-1$ for the reflection. These are the characters of A2. With the rotations alone, the scalar and axial parts would transform identically.

```lean
/-- The determinant is `1` for every rotation and `-1` for the reflection. -/
theorem det_generators (θ : ℝ) : (rot θ).det = 1 ∧ mirror.det = -1 := by
  constructor
  · rw [rot, Matrix.det_fin_two_of]
    linear_combination Real.sin_sq_add_cos_sq θ
  · rw [mirror, Matrix.det_fin_two_of]
    norm_num
```

## A common eigenvector must vanish

It remains to see that the pair doesn't split further. A smaller nonzero invariant subspace of a two-dimensional space would be a line, spanned by a nonzero vector that every operation only multiplies by a number. The hypothesis `h` assumes such behaviour of a complex vector $v$, and the conclusion is $v=0$.

Eliminating the eigenvalue from $gv=\lambda v$ gives $(gv)_0v_1=(gv)_1v_0$, which is `key`. For the reflection this reads $v_0v_1=-v_0v_1$, so $v_0v_1=0$. For the threefold rotation it reduces to $\sin(2\pi/3)\,(v_0^2+v_1^2)=0$, and the sine is positive, so $v_0^2+v_1^2=0$. One component is zero by the first equation, and the second equation then makes the other zero.

```lean
/-- E is irreducible, even over the complex numbers: a vector that every operation of C3v
merely multiplies by a number is zero. -/
theorem E_irreducible (v : Fin 2 → ℂ)
    (h : ∀ g ∈ C3v, ∃ c : ℂ, g.map (fun x : ℝ => (x : ℂ)) *ᵥ v = c • v) : v = 0 := by
  -- eliminate the eigenvalue
  have key : ∀ g ∈ C3v, ((g 0 0 : ℝ) : ℂ) * v 0 * v 1 + ((g 0 1 : ℝ) : ℂ) * v 1 ^ 2 =
      ((g 1 0 : ℝ) : ℂ) * v 0 ^ 2 + ((g 1 1 : ℝ) : ℂ) * v 0 * v 1 := by
    intro g hg
    obtain ⟨c, hc⟩ := h g hg
    have h0 := congrFun hc 0
    have h1 := congrFun hc 1
    simp only [Matrix.mulVec, dotProduct, Fin.sum_univ_two, Matrix.map_apply, Pi.smul_apply,
      smul_eq_mul] at h0 h1
    linear_combination v 1 * h0 - v 0 * h1
  have hm := key mirror (Submonoid.subset_closure (by simp))
  have hr := key (rot (2 * Real.pi / 3)) (Submonoid.subset_closure (by simp))
  rw [show mirror 0 0 = 1 from rfl, show mirror 0 1 = 0 from rfl,
    show mirror 1 0 = 0 from rfl, show mirror 1 1 = -1 from rfl] at hm
  push_cast at hm
  have hprod : v 0 * v 1 = 0 := by linear_combination hm / 2
  have hs : 0 < Real.sin (2 * Real.pi / 3) :=
    Real.sin_pos_of_pos_of_lt_pi (by positivity) (by linarith [Real.pi_pos])
  rw [show rot (2 * Real.pi / 3) 0 0 = Real.cos (2 * Real.pi / 3) from rfl,
    show rot (2 * Real.pi / 3) 0 1 = -Real.sin (2 * Real.pi / 3) from rfl,
    show rot (2 * Real.pi / 3) 1 0 = Real.sin (2 * Real.pi / 3) from rfl,
    show rot (2 * Real.pi / 3) 1 1 = Real.cos (2 * Real.pi / 3) from rfl,
    Complex.ofReal_neg] at hr
  have hmul : ((Real.sin (2 * Real.pi / 3) : ℝ) : ℂ) * (v 0 ^ 2 + v 1 ^ 2) = 0 := by
    linear_combination -hr
  have hsum := (mul_eq_zero.mp hmul).resolve_left (Complex.ofReal_ne_zero.mpr hs.ne')
  have hv : v 0 = 0 ∧ v 1 = 0 := by
    rcases mul_eq_zero.mp hprod with h0 | h1
    · exact ⟨h0, (pow_eq_zero_iff two_ne_zero).mp (by linear_combination hsum - v 0 * h0)⟩
    · exact ⟨(pow_eq_zero_iff two_ne_zero).mp (by linear_combination hsum - v 1 * h1), h1⟩
  funext i
  fin_cases i
  · exact hv.1
  · exact hv.2

end

end C3vDirectProduct
```

The assumption has to include more than the rotations, since $(1,i)$ is an eigenvector of all of them. It has to include more than the reflection too, which fixes $(1,0)$.

## Two electrons in a degenerate e pair

In electronic structure, let $x$ and $y$ be the two real orbitals of an e pair, and let the subscript number the electron whose position is inserted. The result then gives the combinations of the four spatial products that have pure symmetry A1, A2 or E. A single product such as $x_1x_2$ is a mixture of A1 and E. Spin, antisymmetrisation and energies are not treated. The step from the matrices to a molecule is the assumption that its orbitals really transform like $(x,y)$, with the axes and signs chosen here.

```lean
#print axioms C3vDirectProduct.two_vectors
#print axioms C3vDirectProduct.det_generators
#print axioms C3vDirectProduct.E_irreducible
```

```
'C3vDirectProduct.two_vectors' depends on axioms: [propext, Classical.choice, Quot.sound]
'C3vDirectProduct.det_generators' depends on axioms: [propext, Classical.choice, Quot.sound]
'C3vDirectProduct.E_irreducible' depends on axioms: [propext, Classical.choice, Quot.sound]
```
